# Two parity sublattices of a hypercubic lattice are related by a signed permutation of the axes exactly when their conditions have equally many odd coefficients

An integer vector `a` picks out of the d-dimensional hypercubic lattice the points x for which the sum of `a i * x i` is even. The theorem `equivalent_iff` says that the sublattices given by `a` and `b` can be carried one onto the other by permuting the coordinate axes and reversing some of them, symmetries of the lattice that fix the origin, exactly when `a` and `b` have the same number of odd entries. From left to right, the proof uses the earlier lemmas to turn such a symmetry into a matching of the odd places, which gives equal counts. From right to left, it extends a matching of the odd places to a permutation `σ` of all the axes, reverses none of them, and shows by counting that `b i` is odd exactly when `a (σ i)` is.

Lean 4 with Mathlib refuses this proof:

```lean
import Mathlib

open Finset

namespace EquivalentIff

variable {d : ℕ}

/-- The sublattice of the hypercubic lattice cut out by the parity condition
`∑ i, a i * x i` even. -/
def paritySublattice (a : Fin d → ℤ) : AddSubgroup (Fin d → ℤ) where
  carrier := {x | Even (∑ i, a i * x i)}
  zero_mem' := by simp
  add_mem' hx hy := by simpa [mul_add, Finset.sum_add_distrib] using Even.add hx hy
  neg_mem' hx := by simpa using Even.neg hx

/-- The number of odd coefficients in a parity condition. -/
def oddCount (a : Fin d → ℤ) : ℕ := (univ.filter fun i => Odd (a i)).card

/-- The signed permutation of the lattice that permutes the coordinates by `σ` and
multiplies them by the signs `s`. -/
def signedPerm (σ : Equiv.Perm (Fin d)) (s : Fin d → ℤˣ) :
    (Fin d → ℤ) ≃+ (Fin d → ℤ) where
  toFun x i := s i * x (σ i)
  invFun y j := s (σ.symm j) * y (σ.symm j)
  left_inv x := by
    ext j
    rcases Int.units_eq_one_or (s (σ.symm j)) with h | h <;> simp [h]
  right_inv y := by
    ext i
    rcases Int.units_eq_one_or (s i) with h | h <;> simp [h]
  map_add' x y := by
    ext i
    simp [mul_add]

/-- Two sublattices are equivalent if some signed permutation carries the first onto
the second. -/
def CubicEquivalent (H K : AddSubgroup (Fin d → ℤ)) : Prop :=
  ∃ σ s, H.map (signedPerm σ s).toAddMonoidHom = K

/-- A lattice point belongs to the parity sublattice exactly when its weighted coordinate
sum is even. -/
theorem mem_parity (a x : Fin d → ℤ) :
    x ∈ paritySublattice a ↔ Even (∑ i, a i * x i) := Iff.rfl

/-- The parity of a sum depends only on the parities of its terms. -/
theorem even_sum_congr {f g : Fin d → ℤ} (s : Finset (Fin d))
    (h : ∀ i, Even (f i) ↔ Even (g i)) :
    Even (∑ i ∈ s, f i) ↔ Even (∑ i ∈ s, g i) := by
  induction s using Finset.induction_on with
  | empty => simp
  | insert i s hi ih =>
    rw [sum_insert hi, sum_insert hi, Int.even_add, Int.even_add, h i, ih]

/-- Two parity conditions define the same sublattice exactly when their odd coefficients
sit at the same places. -/
theorem parity_eq_iff (a b : Fin d → ℤ) :
    paritySublattice a = paritySublattice b ↔ ∀ i, (Odd (a i) ↔ Odd (b i)) := by
  constructor
  · intro h i
    -- test the two conditions on the unit vector along axis `i`
    have key : ∀ c : Fin d → ℤ,
        (Pi.single i 1 : Fin d → ℤ) ∈ paritySublattice c ↔ Even (c i) := by
      intro c
      rw [mem_parity]
      simp [Pi.single_apply]
    rw [← Int.not_even_iff_odd, ← Int.not_even_iff_odd, ← key a, ← key b, h]
  · intro h
    ext x
    rw [mem_parity, mem_parity]
    refine even_sum_congr _ fun i => ?_
    have hi := h i
    simp only [← Int.not_even_iff_odd] at hi
    simp only [Int.even_mul]
    tauto

/-- A signed permutation permutes the coefficients of a parity condition; the signs have
no effect. -/
theorem map_parity (σ : Equiv.Perm (Fin d)) (s : Fin d → ℤˣ) (a : Fin d → ℤ) :
    (paritySublattice a).map (signedPerm σ s).toAddMonoidHom =
      paritySublattice (fun i => a (σ i)) := by
  ext y
  rw [AddSubgroup.mem_map_equiv, mem_parity, mem_parity, ← Equiv.sum_comp σ]
  refine even_sum_congr _ fun i => ?_
  have hy : (signedPerm σ s).symm y (σ i) = s i * y i := by
    change (s (σ.symm (σ i)) : ℤ) * y (σ.symm (σ i)) = _
    rw [Equiv.symm_apply_apply]
  simp only [hy]
  rcases Int.units_eq_one_or (s i) with h | h <;> simp [h]

/-- Two parity sublattices are related by a signed permutation exactly when their
conditions have the same number of odd coefficients. -/
theorem equivalent_iff (a b : Fin d → ℤ) :
    CubicEquivalent (paritySublattice a) (paritySublattice b) ↔
      oddCount a = oddCount b := by
  constructor
  · rintro ⟨σ, s, h⟩
    rw [map_parity, parity_eq_iff] at h
    exact (Finset.card_equiv σ fun i => by simpa using (h i).symm).symm
  · intro h
    -- extend a matching of the odd places to a permutation of all axes
    let e : {i // Odd (b i)} ≃ {i // Odd (a i)} := Fintype.equivOfCardEq (by
      rw [Fintype.card_subtype, Fintype.card_subtype]
      exact h.symm)
    obtain ⟨σ, hσ⟩ : ∃ σ : Equiv.Perm (Fin d), ∀ i, Odd (b i) → Odd (a (σ i)) :=
      ⟨e.extendSubtype, fun i hi => e.extendSubtype_mem i hi⟩
    have hc : oddCount (fun i => a (σ i)) = oddCount a :=
      Finset.card_equiv σ fun i => by simp
    have hB : (univ.filter fun i => Odd (b i)) = univ.filter fun i => Odd (a (σ i)) :=
      Finset.eq_of_subset_of_card_le
        (fun i hi => Finset.mem_filter.2 ⟨mem_univ _, hσ i (Finset.mem_filter.1 hi).2⟩)
        (hc.trans h).le
    refine ⟨σ, 1, ?_⟩
    rw [map_parity, parity_eq_iff]
    refine fun i => ⟨fun hi => ?_, hσ i⟩
    exact (Finset.mem_filter.1 (hB.symm ▸ Finset.mem_filter.2 ⟨mem_univ i, hi⟩)).2

end EquivalentIff
```

The compiler's answer:

```
Main.lean:116:32: error: Type mismatch
  Eq.symm hB ▸ mem_filter.mpr ⟨mem_univ i, hi⟩
has type
  i ∈ {i | Odd (b i)}
but is expected to have type
  b i ∈ filter Odd ?m.219
```

Diagnosis. The error is in the last line, which has to prove `Odd (b i)` from the equality `hB` of two filtered sets. `Finset.mem_filter` speaks of any element and any predicate, and here Lean had to find both from the goal `Odd (b i)`. It took the predicate to be `Odd` and the element to be `b i`, so it expected a proof of `b i ∈ filter Odd ?m.219`, with the set still unknown. The intended reading has the element `i` and the predicate `fun i => Odd (b i)`. The term built with `▸` proves that intended membership, as the message shows, and so its type does not match.

The repair states the membership first, as `hm`, which fixes element and predicate. Inside its proof, `rw [hB]` turns the goal into membership in the set of places where `a (σ i)` is odd, which `hi` supplies. `Finset.mem_filter.1 hm` then has nothing left to guess, and its second part is `Odd (b i)`.

This version goes through:

```diff
@@ -114,5 +114,8 @@
     rw [map_parity, parity_eq_iff]
     refine fun i => ⟨fun hi => ?_, hσ i⟩
-    exact (Finset.mem_filter.1 (hB.symm ▸ Finset.mem_filter.2 ⟨mem_univ i, hi⟩)).2
+    have hm : i ∈ univ.filter fun i => Odd (b i) := by
+      rw [hB]
+      exact Finset.mem_filter.2 ⟨mem_univ i, hi⟩
+    exact (Finset.mem_filter.1 hm).2
 
 end EquivalentIff
```
